# A half turn about x and the cyclic map of the axes together make a molecule's inertia tensor a multiple of the identity

## Inertia tensor, moment and symmetry

A molecule is a finite set of point atoms $a$ with masses $m_a$ and positions $r_a\in\mathbb R^3$. With $\mathbf 1$ the identity matrix, its inertia tensor about the origin is

$$I=\sum_a m_a\left(|r_a|^2\,\mathbf 1-r_a r_a^{T}\right).$$

The moment about the axis along a unit vector $n$ is $\sum_a m_a\left(|r_a|^2-(n\cdot r_a)^2\right)$, the sum of mass times squared distance from the axis.

A matrix $R$ is a symmetry if some permutation $\sigma$ of the atoms satisfies $m_{\sigma(a)}=m_a$ and $r_{\sigma(a)}=R\,r_a$ for every $a$. Two matrices matter here: the half turn $H=\mathrm{diag}(1,-1,-1)$ about the x axis, and the cyclic map $C:(x,y,z)\mapsto(y,z,x)$, a rotation by −120° about the direction $(1,1,1)$ in the right-handed convention. Components are numbered 0, 1, 2, as in Lean.

## One moment for every axis

If $H$ and $C$ are both symmetries, then

$$I=\tfrac23\sum_a m_a|r_a|^2\;\mathbf 1,$$

and the moment about every axis through the origin equals that same scalar. For a rigid molecule of positive point masses, not all at the origin, this scalar is positive and the quantum rotor has a single rotational constant. The result also gives a quick test for code that computes inertia tensors of such rigid models.

In Lean, `inertia` and `moment` are the two sums above, and `IsSymmetry m r R` asserts that a suitable permutation exists. The main theorems are `inertia_eq_scalar` and `moment_eq`; the latter assumes `n ⬝ᵥ n = 1`, which makes $n$ a unit vector.

The atoms are labelled by any finite type, and masses are arbitrary real numbers. Positivity is not needed, and the scalar may be zero, for example when all atoms sit at the origin. The symmetries are tied to fixed axes, so a molecule in another orientation must first be rotated. Vibration and centrifugal distortion are absent from the model.

The tensor is taken about the origin, whereas free rotation calls for the centre of mass. The two points agree when the total mass is nonzero: $\sum_a m_a r_a$ is unchanged by $H$, so it lies on the x axis, and unchanged by $C$, so its components are equal and hence zero.

## From invariance to a scalar

**Rotating the atoms.** Let $R^TR=\mathbf 1$. Then $|Rr_a|^2=r_a^TR^TRr_a=|r_a|^2$, while $(Rr_a)(Rr_a)^T=R\,r_ar_a^T R^T$ and $\mathbf 1=R\mathbf 1R^T$. Summing over atoms, the moved molecule has tensor $RIR^T$.

**Relabelling.** If $R$ is also a symmetry, the moved molecule has masses $m_{\sigma(a)}$ at positions $r_{\sigma(a)}$. Its tensor is the original sum in another order, so $RIR^T=I$.

**The half turn.** With diagonal entries $h=(1,-1,-1)$, invariance reads $h_ih_jI_{ij}=I_{ij}$. Hence $I_{01}$, $I_{02}$, $I_{10}$ and $I_{20}$ each equal their own negative and vanish.

**The cyclic map.** Since $(Cr)_i=r_{i+1}$ with indices modulo 3, invariance reads $I_{i+1,j+1}=I_{ij}$. Thus $I_{00}=I_{11}=I_{22}$, $I_{12}=I_{01}=0$ and $I_{21}=I_{10}=0$.

**The trace.** Each atom contributes $m_a(3|r_a|^2-|r_a|^2)=2m_a|r_a|^2$ to the trace. A third of the total is the common diagonal entry.

**The moment.** For $n\cdot n=1$, the moment is $n^TIn$, which is now the scalar itself.

## Tetrahedral XY₄ and octahedral XY₆

Put X at the origin and let Y have mass $m$. In XY₄ the Y atoms occupy alternate corners of a cube with half edge $s$, so $|r_a|^2=3s^2$ and the scalar is $\frac23\cdot4m\cdot3s^2=8ms^2$. In XY₆ they lie at distance $d$ along the axes, which gives $\frac23\cdot6md^2=4md^2$. The mass of X does not enter.

For a numerical case take $m=s=1$, with Y at $(1,1,1)$, $(1,-1,-1)$, $(-1,1,-1)$ and $(-1,-1,1)$. Then $I_{00}=\sum(y^2+z^2)=4\cdot2=8$ and $I_{01}=-\sum xy=-(1-1-1+1)=0$. About $n=(1,1,1)/\sqrt3$, the first atom lies on the axis and the other three contribute $3-\frac13=\frac83$ each, again 8 in total.

Neither symmetry suffices alone. A unit mass at $(1,1,1)$ has the symmetry $C$ but $I_{01}=-1$; one at $(1,0,0)$ has the symmetry $H$ but tensor $\mathrm{diag}(0,1,1)$. In these two examples the origin is not the centre of mass. A second unit mass at the opposite point brings the centre of mass to the origin, keeps the symmetry and doubles the tensor, so one symmetry is not enough for free rotation either.

## Irreducibility as a different hypothesis

The two matrices could be replaced by a group of orthogonal symmetries that leaves no line or plane through the origin invariant. Every eigenspace of $I$ would be invariant under the group, hence the whole space, and $I$ would again be scalar. Such a statement would be independent of the choice of axes, but irreducibility would have to be established for each group, whereas here two explicit permutations suffice. Icosahedral molecules are covered either way: with three mutually perpendicular twofold axes along the coordinate axes, their rotation group contains both $H$ and $C$.

## The Lean file

```lean
import Mathlib

open Matrix

namespace SphericalTop

noncomputable section

variable {ι : Type*} [Fintype ι]

/-- The inertia tensor about the origin of atoms with masses `m` at positions `r`. -/
def inertia (m : ι → ℝ) (r : ι → Fin 3 → ℝ) : Matrix (Fin 3) (Fin 3) ℝ :=
  ∑ a, m a • ((r a ⬝ᵥ r a) • (1 : Matrix (Fin 3) (Fin 3) ℝ) - vecMulVec (r a) (r a))

/-- The moment of inertia about the axis through the origin along the unit vector `n`. -/
def moment (m : ι → ℝ) (r : ι → Fin 3 → ℝ) (n : Fin 3 → ℝ) : ℝ :=
  ∑ a, m a * (r a ⬝ᵥ r a - (n ⬝ᵥ r a) ^ 2)

/-- The linear map `R` is realised by a permutation of the atoms that preserves masses. -/
def IsSymmetry (m : ι → ℝ) (r : ι → Fin 3 → ℝ) (R : Matrix (Fin 3) (Fin 3) ℝ) : Prop :=
  ∃ σ : Equiv.Perm ι, (∀ a, m (σ a) = m a) ∧ ∀ a, r (σ a) = R *ᵥ r a

/-- The half turn about the x axis. -/
def halfTurn : Matrix (Fin 3) (Fin 3) ℝ := !![1, 0, 0; 0, -1, 0; 0, 0, -1]

/-- The cyclic map `(x, y, z) ↦ (y, z, x)`. -/
def cyclic : Matrix (Fin 3) (Fin 3) ℝ := !![0, 1, 0; 0, 0, 1; 1, 0, 0]

/-- Moving all atoms by an orthogonal map `R` turns the inertia tensor `I` into `R I Rᵀ`. -/
theorem inertia_rotate (m : ι → ℝ) (r : ι → Fin 3 → ℝ) {R : Matrix (Fin 3) (Fin 3) ℝ}
    (hR : Rᵀ * R = 1) : inertia m (fun a => R *ᵥ r a) = R * inertia m r * Rᵀ := by
  have hR' : R * Rᵀ = 1 := mul_eq_one_comm.mp hR
  -- lengths are preserved, and the dyad of a position is conjugated
  have hdot : ∀ a, (R *ᵥ r a) ⬝ᵥ (R *ᵥ r a) = r a ⬝ᵥ r a := fun a => by
    rw [Matrix.dotProduct_mulVec, ← Matrix.mulVec_transpose, Matrix.mulVec_mulVec, hR,
      Matrix.one_mulVec]
  have hvec : ∀ a, vecMulVec (R *ᵥ r a) (R *ᵥ r a) = R * vecMulVec (r a) (r a) * Rᵀ := by
    intro a
    ext i j
    simp only [vecMulVec_apply, Matrix.mul_apply, Matrix.transpose_apply, Matrix.mulVec,
      dotProduct, Fin.sum_univ_three]
    ring
  unfold inertia
  rw [Finset.mul_sum, Finset.sum_mul]
  refine Finset.sum_congr rfl fun a _ => ?_
  simp only [hdot, hvec, Matrix.mul_smul, Matrix.smul_mul, Matrix.mul_sub, Matrix.sub_mul,
    Matrix.mul_one, hR']

/-- An orthogonal symmetry of the molecule leaves its inertia tensor unchanged. -/
theorem inertia_invariant {m : ι → ℝ} {r : ι → Fin 3 → ℝ} {R : Matrix (Fin 3) (Fin 3) ℝ}
    (hR : Rᵀ * R = 1) (h : IsSymmetry m r R) : R * inertia m r * Rᵀ = inertia m r := by
  obtain ⟨σ, hm, hr⟩ := h
  rw [← inertia_rotate m r hR]
  unfold inertia
  -- relabel the atoms by the permutation
  rw [← Equiv.sum_comp σ (fun a => m a •
    ((r a ⬝ᵥ r a) • (1 : Matrix (Fin 3) (Fin 3) ℝ) - vecMulVec (r a) (r a)))]
  refine Finset.sum_congr rfl fun a _ => ?_
  simp only [hm, hr]

/-- A tensor unchanged by the half turn and by the cyclic map is a third of its trace times
the identity. -/
theorem scalar_of_invariant {A : Matrix (Fin 3) (Fin 3) ℝ}
    (hH : halfTurn * A * halfTurnᵀ = A) (hC : cyclic * A * cyclicᵀ = A) :
    A = (A.trace / 3) • (1 : Matrix (Fin 3) (Fin 3) ℝ) := by
  have h : ∀ i j, (halfTurn * A * halfTurnᵀ) i j = A i j := fun i j => by rw [hH]
  have c : ∀ i j, (cyclic * A * cyclicᵀ) i j = A i j := fun i j => by rw [hC]
  simp only [Matrix.mul_apply, Matrix.transpose_apply, Fin.sum_univ_three] at h c
  -- the half turn flips the sign of the entries that mix x with y or z
  have h01 := h 0 1
  have h02 := h 0 2
  have h10 := h 1 0
  have h20 := h 2 0
  simp [halfTurn] at h01 h02 h10 h20
  -- the cyclic map carries the remaining entries into one another
  have c00 := c 0 0
  have c11 := c 1 1
  have c01 := c 0 1
  have c10 := c 1 0
  simp [cyclic] at c00 c11 c01 c10
  ext i j
  fin_cases i <;> fin_cases j <;> simp [Matrix.trace_fin_three] <;> linarith

/-- The trace of the inertia tensor is twice the sum of mass times squared distance from the
origin. -/
theorem trace_inertia (m : ι → ℝ) (r : ι → Fin 3 → ℝ) :
    (inertia m r).trace = 2 * ∑ a, m a * (r a ⬝ᵥ r a) := by
  simp only [inertia, Matrix.trace_fin_three, Matrix.sum_apply, ← Finset.sum_add_distrib,
    Finset.mul_sum]
  refine Finset.sum_congr rfl fun a _ => ?_
  simp only [Matrix.smul_apply, Matrix.sub_apply, Matrix.one_apply_eq, vecMulVec_apply,
    dotProduct, Fin.sum_univ_three, smul_eq_mul]
  ring

/-- If the half turn and the cyclic map are both symmetries of a molecule, its inertia tensor
about the origin is `2/3 ∑ m |r|²` times the identity. -/
theorem inertia_eq_scalar {m : ι → ℝ} {r : ι → Fin 3 → ℝ}
    (hH : IsSymmetry m r halfTurn) (hC : IsSymmetry m r cyclic) :
    inertia m r = (2 / 3 * ∑ a, m a * (r a ⬝ᵥ r a)) • (1 : Matrix (Fin 3) (Fin 3) ℝ) := by
  have oH : halfTurnᵀ * halfTurn = 1 := by
    ext i j
    fin_cases i <;> fin_cases j <;> simp [halfTurn, Matrix.mul_apply, Fin.sum_univ_three]
  have oC : cyclicᵀ * cyclic = 1 := by
    ext i j
    fin_cases i <;> fin_cases j <;> simp [cyclic, Matrix.mul_apply, Fin.sum_univ_three]
  have key := scalar_of_invariant (inertia_invariant oH hH) (inertia_invariant oC hC)
  rw [trace_inertia] at key
  rw [key]
  congr 1
  ring

/-- With both symmetries present, the moment of inertia has the same value
`2/3 ∑ m |r|²` about every axis through the origin. -/
theorem moment_eq {m : ι → ℝ} {r : ι → Fin 3 → ℝ}
    (hH : IsSymmetry m r halfTurn) (hC : IsSymmetry m r cyclic)
    {n : Fin 3 → ℝ} (hn : n ⬝ᵥ n = 1) :
    moment m r n = 2 / 3 * ∑ a, m a * (r a ⬝ᵥ r a) := by
  -- the moment is the quadratic form of the inertia tensor
  have quad : n ⬝ᵥ (inertia m r *ᵥ n)
      = ∑ a, m a * ((r a ⬝ᵥ r a) * (n ⬝ᵥ n) - (n ⬝ᵥ r a) ^ 2) := by
    simp only [inertia, Matrix.mulVec, dotProduct, Fin.sum_univ_three, Matrix.sum_apply,
      Finset.mul_sum, Finset.sum_mul, ← Finset.sum_add_distrib]
    refine Finset.sum_congr rfl fun a _ => ?_
    simp [vecMulVec_apply]
    ring
  rw [inertia_eq_scalar hH hC, Matrix.smul_mulVec, Matrix.one_mulVec, dotProduct_smul, hn] at quad
  simp only [mul_one, smul_eq_mul] at quad
  exact quad.symm

/-- Positions in a tetrahedral XY₄ molecule: X at the origin, Y at alternate corners of a cube
with half edge `s`. -/
def tetraPos (s : ℝ) : Fin 5 → Fin 3 → ℝ :=
  ![![0, 0, 0], ![s, s, s], ![s, -s, -s], ![-s, s, -s], ![-s, -s, s]]

/-- Positions in an octahedral XY₆ molecule: X at the origin, Y on the coordinate axes at
coordinates `d` and `-d`. -/
def octaPos (d : ℝ) : Fin 7 → Fin 3 → ℝ :=
  ![![0, 0, 0], ![d, 0, 0], ![-d, 0, 0], ![0, d, 0], ![0, -d, 0], ![0, 0, d], ![0, 0, -d]]

/-- The tetrahedral XY₄ molecule has both symmetries. -/
theorem tetrahedral_witness (M m s : ℝ) :
    IsSymmetry ![M, m, m, m, m] (tetraPos s) halfTurn ∧
      IsSymmetry ![M, m, m, m, m] (tetraPos s) cyclic := by
  constructor
  · refine ⟨⟨![0, 2, 1, 4, 3], ![0, 2, 1, 4, 3], fun a => by fin_cases a <;> rfl,
      fun a => by fin_cases a <;> rfl⟩, fun a => by fin_cases a <;> rfl, fun a => ?_⟩
    ext i
    fin_cases a <;> fin_cases i <;>
      simp [tetraPos, halfTurn, Matrix.mulVec, dotProduct, Fin.sum_univ_three]
  · refine ⟨⟨![0, 1, 4, 2, 3], ![0, 1, 3, 4, 2], fun a => by fin_cases a <;> rfl,
      fun a => by fin_cases a <;> rfl⟩, fun a => by fin_cases a <;> rfl, fun a => ?_⟩
    ext i
    fin_cases a <;> fin_cases i <;>
      simp [tetraPos, cyclic, Matrix.mulVec, dotProduct, Fin.sum_univ_three]

/-- The octahedral XY₆ molecule has both symmetries. -/
theorem octahedral_witness (M m d : ℝ) :
    IsSymmetry ![M, m, m, m, m, m, m] (octaPos d) halfTurn ∧
      IsSymmetry ![M, m, m, m, m, m, m] (octaPos d) cyclic := by
  constructor
  · refine ⟨⟨![0, 1, 2, 4, 3, 6, 5], ![0, 1, 2, 4, 3, 6, 5], fun a => by fin_cases a <;> rfl,
      fun a => by fin_cases a <;> rfl⟩, fun a => by fin_cases a <;> rfl, fun a => ?_⟩
    ext i
    fin_cases a <;> fin_cases i <;>
      simp [octaPos, halfTurn, Matrix.mulVec, dotProduct, Fin.sum_univ_three]
  · refine ⟨⟨![0, 5, 6, 1, 2, 3, 4], ![0, 3, 4, 5, 6, 1, 2], fun a => by fin_cases a <;> rfl,
      fun a => by fin_cases a <;> rfl⟩, fun a => by fin_cases a <;> rfl, fun a => ?_⟩
    ext i
    fin_cases a <;> fin_cases i <;>
      simp [octaPos, cyclic, Matrix.mulVec, dotProduct, Fin.sum_univ_three]

/-- The inertia tensor is `8 m s²` times the identity for tetrahedral XY₄ and `4 m d²` times the
identity for octahedral XY₆, where `m` is the mass of Y. -/
theorem inertia_XY4_XY6 (M m s d : ℝ) :
    inertia ![M, m, m, m, m] (tetraPos s) = (8 * m * s ^ 2) • 1 ∧
      inertia ![M, m, m, m, m, m, m] (octaPos d) = (4 * m * d ^ 2) • 1 := by
  constructor
  · rw [inertia_eq_scalar (tetrahedral_witness M m s).1 (tetrahedral_witness M m s).2]
    congr 1
    simp [tetraPos, dotProduct, Fin.sum_univ_three, Fin.sum_univ_five]
    ring
  · rw [inertia_eq_scalar (octahedral_witness M m d).1 (octahedral_witness M m d).2]
    congr 1
    simp [octaPos, dotProduct, Fin.sum_univ_three, Fin.sum_univ_seven]
    ring

/-- Neither symmetry suffices alone: a unit mass at `(1, 1, 1)` has the cyclic symmetry, one at
`(1, 0, 0)` has the half turn, and neither inertia tensor is a multiple of the identity. -/
theorem one_symmetry_not_enough :
    (IsSymmetry (fun _ : Fin 1 => 1) (fun _ => ![1, 1, 1]) cyclic ∧
      ∀ c : ℝ, inertia (fun _ : Fin 1 => 1) (fun _ => ![1, 1, 1]) ≠ c • 1) ∧
    (IsSymmetry (fun _ : Fin 1 => 1) (fun _ => ![1, 0, 0]) halfTurn ∧
      ∀ c : ℝ, inertia (fun _ : Fin 1 => 1) (fun _ => ![1, 0, 0]) ≠ c • 1) := by
  refine ⟨⟨⟨1, fun _ => rfl, fun _ => ?_⟩, fun c h => ?_⟩,
    ⟨⟨1, fun _ => rfl, fun _ => ?_⟩, fun c h => ?_⟩⟩
  · ext i
    fin_cases i <;> simp [cyclic, Matrix.mulVec, dotProduct, Fin.sum_univ_three]
  · -- the xy entry is -1
    have h01 := congrFun (congrFun h 0) 1
    simp [inertia, dotProduct, Fin.sum_univ_three] at h01
  · ext i
    fin_cases i <;> simp [halfTurn, Matrix.mulVec, dotProduct, Fin.sum_univ_three]
  · -- the xx entry is 0 and the yy entry is 1
    have h00 := congrFun (congrFun h 0) 0
    have h11 := congrFun (congrFun h 1) 1
    simp [inertia, dotProduct, Fin.sum_univ_three] at h00 h11
    linarith

end

end SphericalTop
```

```lean
#print axioms SphericalTop.inertia_eq_scalar
-- 'SphericalTop.inertia_eq_scalar' depends on axioms: [propext, Classical.choice, Quot.sound]
#print axioms SphericalTop.moment_eq
-- 'SphericalTop.moment_eq' depends on axioms: [propext, Classical.choice, Quot.sound]
#print axioms SphericalTop.inertia_XY4_XY6
-- 'SphericalTop.inertia_XY4_XY6' depends on axioms: [propext, Classical.choice, Quot.sound]
#print axioms SphericalTop.one_symmetry_not_enough
-- 'SphericalTop.one_symmetry_not_enough' depends on axioms: [propext, Classical.choice, Quot.sound]
```

## How the proof follows the derivation

`inertia_rotate` is the rotation step: `hdot` preserves lengths, `hvec` conjugates $r_ar_a^T$, and the matrices are then moved inside the sum. `inertia_invariant` relabels the atoms with `Equiv.sum_comp`.

`scalar_of_invariant` concerns any matrix with the two invariances. It extracts four entry equations from each, and `linarith` settles all nine entries of the result. `trace_inertia` computes the trace atom by atom. `inertia_eq_scalar` checks that $H$ and $C$ are orthogonal and combines these lemmas.

In `moment_eq`, the identity `quad` expands $n^TIn$ for arbitrary $n$; the unit-length hypothesis then turns it into the moment.

The two witness theorems give each permutation and its inverse as tables, and `fin_cases` checks them atom by atom. `inertia_XY4_XY6` evaluates the general scalar for these positions. In `one_symmetry_not_enough` the identity permutation realises each symmetry, and comparing entries with those of $c\,\mathbf 1$ gives a contradiction for every real $c$.
